# A Bloch wave on a cyclic lattice is an eigenvector of the force-constant matrix exactly when its polarisation is an eigenvector of D(k)

The force constants are given here as a function $\Phi$ on $\mathbb Z/N$, with one complex $d\times d$ block for each relative cell position, and the full matrix is built from it. Translation invariance and periodic boundaries are therefore part of the definition, and no symmetry hypothesis on a large matrix is needed.

Let $n,n'\in\mathbb Z/N$ label cells and $a,b$ label displacement components within a cell. The full matrix $K$ has entries $K_{(n,a),(n',b)}=\Phi_{ab}(n'-n)$. For a wave number $k\in\mathbb Z/N$, put

$$\chi_k(n)=e^{2\pi i kn/N},\qquad D(k)=\sum_R \chi_k(R)\,\Phi(R),\qquad u_a(n)=\chi_k(n)\,e_a .$$

The result is that $u$ is an eigenvector of $K$ with eigenvalue $c$ if and only if $e$ is an eigenvector of $D(k)$ with eigenvalue $c$.

## Small matrices in place of the supercell matrix

A phonon code that diagonalises $D(k)$ relies on this equivalence when it reports the result as a vibration of the whole crystal, here a harmonic one with finitely many cells along one periodic direction. For this reading the force constants in $\Phi$ must be mass-weighted, as described in the last section; with unequal masses, the eigenvectors of the bare force constants are not in general vibrations. For each $k$ the matrix to diagonalise has size $d$ instead of $Nd$.

The sign of the phase matters. With blocks indexed by $n'-n$, the factor is $e^{+2\pi ikR/N}$; the opposite sign produces $D(-k)$. When the full matrix $K$ is real and symmetric, the frequencies are the same at $k$ and $-k$, so the error shows only in the polarisations.

## Shifting the lattice sum

The phase depends only on $k$ and $n$ modulo $N$, and it satisfies $\chi_k(m+n)=\chi_k(m)\chi_k(n)$ and $\chi_k(0)=1$. Substituting $n'=n+R$ gives

$$\begin{aligned}
(Ku)_a(n)&=\sum_{n'}\sum_b\Phi_{ab}(n'-n)\,\chi_k(n')\,e_b\\
&=\sum_R\sum_b\Phi_{ab}(R)\,\chi_k(n)\chi_k(R)\,e_b\\
&=\chi_k(n)\,(D(k)e)_a .
\end{aligned}$$

So $K$ sends the Bloch wave of $e$ to the Bloch wave of $D(k)e$. In cell $0$ a Bloch wave equals its polarisation, so two waves with the same $k$ agree only if their polarisations do. Hence $Ku=cu$ exactly when $D(k)e=ce$, and $u=0$ exactly when $e=0$.

A nonzero $e$ with $(D(k)-c)e=0$ exists exactly when $\det(D(k)-c)=0$, which is the secular equation.

In mass-weighted coordinates, the wave $u(t)=e^{-i\omega t}u$ has $\ddot u(t)=-\omega^2u(t)$. Newton's equation $\ddot u=-Ku$ at $t=0$ then gives $D(k)e=\omega^2e$. Conversely, multiplying $Ku=\omega^2u$ by $e^{-i\omega t}$ gives Newton's equation at every time. When $K$ is real, the real part of $u(t)$ is also a solution, and it is this real part that describes an actual motion of the atoms.

## The alternating chain, with numbers

Take two unit masses per cell, atoms $0$ and $1$, with spring $a$ inside a cell and spring $b$ between cells ($a,b$ now being real spring constants). With $z=\chi_k(1)$,

$$D(k)=\begin{pmatrix}a+b&-(a+bz^{-1})\\-(a+bz)&a+b\end{pmatrix}.$$

Let $s\neq0$ satisfy $s^2=(a+bz)(a+bz^{-1})$, and take $e=(a+bz^{-1},\,s)$. The components of $D(k)e$ are $(a+b-s)(a+bz^{-1})$ and $-s^2+(a+b)s=(a+b-s)s$, so the eigenvalue is $a+b-s$. The two signs of $s$ give the two branches.

For $N=4$, $k=1$, $a=4$, $b=3$ we have $z=i$ and $s^2=(4+3i)(4-3i)=25$. The eigenvalues are $2$ and $12$, with frequencies $\sqrt2$ and $\sqrt{12}$. For $s=5$ the polarisation is $e=(4-3i,\,5)$, or $e/\sqrt{50}$ when normalised; the normalised wave over all four cells is $u/\sqrt{200}$.

The full $8\times8$ matrix can be checked at atom $0$ of cell $0$. Its neighbours are atom $1$ of cell $0$, with displacement $5$, and atom $1$ of cell $3$, with displacement $-5i$:

$$7(4-3i)-4\cdot5-3(-5i)=8-6i=2(4-3i).$$

## The Lean file

```lean
import Mathlib

open Matrix

namespace CyclicDynamicalMatrix

noncomputable section

variable {N : ℕ} [NeZero N] {d : Type*} [Fintype d]

/-- The Bloch phase of wave number `k` at cell `n` of the cyclic lattice `Z/N`. -/
def phase (k n : ZMod N) : ℂ := ZMod.stdAddChar (k * n)

/-- The full force-constant matrix: cells `n` and `n'` are coupled by the block `Φ (n' - n)`. -/
def latticeMatrix (Φ : ZMod N → Matrix d d ℂ) : Matrix (ZMod N × d) (ZMod N × d) ℂ :=
  Matrix.of fun p q => Φ (q.1 - p.1) p.2 q.2

/-- The dynamical matrix `D(k)`, the sum of the blocks `Φ R` weighted by their Bloch phases. -/
def dynMatrix (Φ : ZMod N → Matrix d d ℂ) (k : ZMod N) : Matrix d d ℂ :=
  ∑ R, phase k R • Φ R

/-- The Bloch wave with wave number `k` and polarisation `e`. -/
def blochWave (k : ZMod N) (e : d → ℂ) : ZMod N × d → ℂ :=
  fun p => phase k p.1 * e p.2

/-- `v` is an eigenvector of `A` with eigenvalue `c`: it is nonzero and `A v = c v`. -/
def IsEigenvector {m : Type*} [Fintype m] (A : Matrix m m ℂ) (c : ℂ) (v : m → ℂ) : Prop :=
  v ≠ 0 ∧ A *ᵥ v = c • v

/-- For integers `k` and `n` the Bloch phase is `exp (2 π i k n / N)`. -/
theorem phase_eq_exp (k n : ℤ) :
    phase (k : ZMod N) (n : ZMod N) =
      Complex.exp (2 * Real.pi * Complex.I * (k * n) / N) := by
  have h := ZMod.stdAddChar_coe (N := N) (k * n)
  push_cast at h
  exact h

/-- Translation by `m` cells multiplies the Bloch phase by the phase of `m`. -/
theorem phase_add (k m n : ZMod N) : phase k (m + n) = phase k m * phase k n := by
  simp only [phase, mul_add, AddChar.map_add_eq_mul]

/-- The Bloch phase at the origin is one. -/
theorem phase_zero (k : ZMod N) : phase k 0 = 1 := by
  simp only [phase, mul_zero, AddChar.map_zero_eq_one]

omit [Fintype d] in
/-- Two Bloch waves of the same wave number agree exactly when their polarisations agree. -/
theorem blochWave_inj (k : ZMod N) (e f : d → ℂ) :
    blochWave k e = blochWave k f ↔ e = f := by
  refine ⟨fun h => ?_, fun h => by rw [h]⟩
  -- read off the polarisation in the cell at the origin
  ext a
  have ha := congrFun h (0, a)
  simpa only [blochWave, phase_zero, one_mul] using ha

omit [Fintype d] in
/-- Scaling the polarisation scales the Bloch wave. -/
theorem blochWave_smul (k : ZMod N) (c : ℂ) (e : d → ℂ) :
    blochWave k (c • e) = c • blochWave k e := by
  ext p
  simp only [blochWave, Pi.smul_apply, smul_eq_mul]
  ring

/-- The full matrix maps the Bloch wave of `e` to the Bloch wave of `D(k) e`. -/
theorem latticeMatrix_mulVec_blochWave (Φ : ZMod N → Matrix d d ℂ) (k : ZMod N) (e : d → ℂ) :
    latticeMatrix Φ *ᵥ blochWave k e = blochWave k (dynMatrix Φ k *ᵥ e) := by
  ext ⟨n, a⟩
  -- sum over the relative position `R = n' - n`
  have shift : ∀ f : ZMod N → ℂ, ∑ m, f m = ∑ R, f (n + R) :=
    fun f => (Equiv.sum_comp (Equiv.addLeft n) f).symm
  simp only [Matrix.mulVec, dotProduct, latticeMatrix, blochWave, dynMatrix, Matrix.of_apply,
    Fintype.sum_prod_type, Matrix.sum_apply, Matrix.smul_apply, smul_eq_mul]
  rw [shift]
  simp only [add_sub_cancel_left, phase_add, Finset.sum_mul, Finset.mul_sum]
  refine Finset.sum_comm.trans ?_
  exact Finset.sum_congr rfl fun b _ => Finset.sum_congr rfl fun R _ => by ring

/-- The Bloch wave with polarisation `e` is an eigenvector of the full force-constant matrix with
eigenvalue `c` exactly when `e` is an eigenvector of `D(k)` with eigenvalue `c`. -/
theorem blochWave_isEigenvector_iff (Φ : ZMod N → Matrix d d ℂ) (k : ZMod N) (c : ℂ)
    (e : d → ℂ) :
    IsEigenvector (latticeMatrix Φ) c (blochWave k e) ↔ IsEigenvector (dynMatrix Φ k) c e := by
  have hz : blochWave k (0 : d → ℂ) = 0 := by
    ext p
    simp [blochWave]
  have h0 : blochWave k e = 0 ↔ e = 0 := by
    rw [← hz, blochWave_inj]
  have h1 : latticeMatrix Φ *ᵥ blochWave k e = c • blochWave k e ↔
      dynMatrix Φ k *ᵥ e = c • e := by
    rw [latticeMatrix_mulVec_blochWave, ← blochWave_smul, blochWave_inj]
  exact and_congr (not_congr h0) h1

/-- Secular equation: the full matrix has a Bloch eigenvector of wave number `k` and eigenvalue
`c` exactly when `det (D(k) - c) = 0`. -/
theorem exists_blochWave_iff_det [DecidableEq d] (Φ : ZMod N → Matrix d d ℂ) (k : ZMod N)
    (c : ℂ) :
    (∃ e, IsEigenvector (latticeMatrix Φ) c (blochWave k e)) ↔
      (dynMatrix Φ k - c • (1 : Matrix d d ℂ)).det = 0 := by
  rw [← Matrix.exists_mulVec_eq_zero_iff]
  refine exists_congr fun e => ?_
  rw [blochWave_isEigenvector_iff, Matrix.sub_mulVec, Matrix.smul_mulVec, Matrix.one_mulVec,
    sub_eq_zero]
  exact Iff.rfl

/-- The Bloch wave oscillating in time with the factor `exp (-i ω t)`. -/
def travellingWave (ω : ℂ) (k : ZMod N) (e : d → ℂ) (t : ℝ) : ZMod N × d → ℂ :=
  Complex.exp (-(Complex.I * ω) * t) • blochWave k e

/-- In mass-weighted coordinates, the travelling wave solves Newton's equation `u'' = -K u`, with
`K` the full force-constant matrix, exactly when `D(k) e = ω² e`. -/
theorem travellingWave_newton_iff (Φ : ZMod N → Matrix d d ℂ) (ω : ℂ) (k : ZMod N)
    (e : d → ℂ) :
    (∀ t, HasDerivAt (deriv (travellingWave ω k e))
      (-(latticeMatrix Φ *ᵥ travellingWave ω k e t)) t) ↔
      dynMatrix Φ k *ᵥ e = ω ^ 2 • e := by
  -- each time derivative multiplies the wave by `-i ω`
  have hw : ∀ t, HasDerivAt (travellingWave ω k e)
      (-(Complex.I * ω) • travellingWave ω k e t) t := by
    intro t
    have h : HasDerivAt (fun x : ℝ => (x : ℂ)) ((1 : ℝ) : ℂ) t :=
      (hasDerivAt_id t).ofReal_comp
    have h2 := ((h.const_mul (-(Complex.I * ω))).cexp).smul_const (blochWave k e)
    refine h2.congr_deriv ?_
    rw [travellingWave, smul_smul, Complex.ofReal_one, mul_one, mul_comm]
  have hd : deriv (travellingWave ω k e) =
      fun t => -(Complex.I * ω) • travellingWave ω k e t := funext fun t => (hw t).deriv
  have hd2 : ∀ t, HasDerivAt (deriv (travellingWave ω k e))
      (-(ω ^ 2 • travellingWave ω k e t)) t := by
    intro t
    rw [hd]
    refine ((hw t).const_smul (-(Complex.I * ω))).congr_deriv ?_
    have hc : -(Complex.I * ω) * -(Complex.I * ω) = -(ω ^ 2) := by
      linear_combination ω ^ 2 * Complex.I_sq
    rw [smul_smul, hc, neg_smul]
  constructor
  · intro h
    -- compare the two accelerations at time zero
    have h0 := neg_injective ((h 0).unique (hd2 0))
    have hb : travellingWave ω k e 0 = blochWave k e := by simp [travellingWave]
    rw [hb, latticeMatrix_mulVec_blochWave, ← blochWave_smul, blochWave_inj] at h0
    exact h0
  · intro h t
    refine (hd2 t).congr_deriv ?_
    rw [travellingWave, Matrix.mulVec_smul, latticeMatrix_mulVec_blochWave, h, blochWave_smul,
      smul_comm]

/-- Force constants of a chain with two unit-mass atoms per cell, joined by springs `a` within a
cell and `b` between neighbouring cells. -/
def dimerChain (a b : ℝ) (R : ZMod N) : Matrix (Fin 2) (Fin 2) ℂ :=
  (if R = 0 then !![(a + b : ℂ), -a; -a, a + b] else 0) +
    (if R = 1 then !![0, 0; -(b : ℂ), 0] else 0) +
    (if R = -1 then !![0, -(b : ℂ); 0, 0] else 0)

/-- The dynamical matrix of the chain with alternating springs `a` and `b`. -/
theorem dynMatrix_dimerChain (a b : ℝ) (k : ZMod N) :
    dynMatrix (dimerChain a b) k =
      !![(a + b : ℂ), -(a + b * phase k (-1)); -(a + b * phase k 1), a + b] := by
  have h : dynMatrix (dimerChain a b) k =
      phase k 0 • !![(a + b : ℂ), -a; -a, a + b] + phase k 1 • !![0, 0; -(b : ℂ), 0] +
        phase k (-1) • !![0, -(b : ℂ); 0, 0] := by
    simp only [dynMatrix, dimerChain, smul_add, smul_ite, smul_zero, Finset.sum_add_distrib,
      Finset.sum_ite_eq', Finset.mem_univ, if_true]
  rw [h, phase_zero]
  ext i j
  fin_cases i <;> fin_cases j <;> simp <;> ring

/-- For each nonzero square root `s` of `(a + b z) (a + b z⁻¹)`, with `z` the Bloch phase across
one cell, the alternating chain has an explicit Bloch eigenvector with eigenvalue `a + b - s`. -/
theorem dimerChain_blochWave (a b : ℝ) (k : ZMod N) (s : ℂ) (hs0 : s ≠ 0)
    (hs : s ^ 2 = (a + b * phase k 1) * (a + b * phase k (-1))) :
    IsEigenvector (latticeMatrix (dimerChain a b)) (a + b - s)
      (blochWave k ![a + b * phase k (-1), s]) := by
  rw [blochWave_isEigenvector_iff, dynMatrix_dimerChain]
  refine ⟨fun h => hs0 (by simpa using congrFun h 1), ?_⟩
  ext i
  fin_cases i
  · simp [Matrix.mulVec, dotProduct, Fin.sum_univ_two]
    ring
  · simp [Matrix.mulVec, dotProduct, Fin.sum_univ_two]
    linear_combination hs

end

end CyclicDynamicalMatrix
```

```lean
#print axioms CyclicDynamicalMatrix.blochWave_isEigenvector_iff
#print axioms CyclicDynamicalMatrix.exists_blochWave_iff_det
#print axioms CyclicDynamicalMatrix.travellingWave_newton_iff
#print axioms CyclicDynamicalMatrix.dimerChain_blochWave
```

```
'CyclicDynamicalMatrix.blochWave_isEigenvector_iff' depends on axioms: [propext, Classical.choice, Quot.sound]
'CyclicDynamicalMatrix.exists_blochWave_iff_det' depends on axioms: [propext, Classical.choice, Quot.sound]
'CyclicDynamicalMatrix.travellingWave_newton_iff' depends on axioms: [propext, Classical.choice, Quot.sound]
'CyclicDynamicalMatrix.dimerChain_blochWave' depends on axioms: [propext, Classical.choice, Quot.sound]
```

## Reindexing by a bijection

The proof turns on `Equiv.sum_comp`, which says that a finite sum is unchanged when its index runs through a bijection. In `latticeMatrix_mulVec_blochWave` the bijection is `Equiv.addLeft n`, the map $R\mapsto n+R$. It is a bijection because $\mathbb Z/N$ is a group, so the shift leaves no boundary terms. After it, `add_sub_cancel_left` reduces $n+R-n$ to $R$, `phase_add` splits the phase, and `Finset.sum_comm` exchanges the sums over $R$ and $b$.

`blochWave_inj` reads off cell $0$, and `blochWave_smul` moves the scalar $c$ into the polarisation. `blochWave_isEigenvector_iff` combines these with the shifted sum, treating the nonzero condition and the eigenvalue equation separately. The secular equation adds Mathlib's determinant criterion for a nonzero kernel vector. `travellingWave_newton_iff` differentiates twice and uses uniqueness of the derivative at time zero. For the chain, `dynMatrix_dimerChain` evaluates the sum over $R$, and `linear_combination hs` supplies the equation for $s^2$.

## Arbitrary blocks, one periodic direction

`IsEigenvector A c v` means that `v` is nonzero and `A *ᵥ v = c • v`. The main theorem holds for every $N\ge1$, every finite component type `d` and every complex `Φ`. `phase` is defined by Mathlib's standard additive character, and `phase_eq_exp` identifies it with the exponential above.

For arbitrary complex `Φ`, $c$ and $\omega$ may be complex. If $K$ is real and symmetric, every eigenvalue $c=\omega^2$ is real, but a negative one still gives an imaginary $\omega$, the sign of an unstable mode. Masses enter only through the mass-weighted coordinates, in which $\Phi_{ab}(R)$ is the force constant divided by $\sqrt{m_am_b}$, with $m_a$ the mass of the atom that component $a$ belongs to. The entries $u_a(n)$ are then displacements multiplied by $\sqrt{m_a}$, so the atomic displacement is recovered as $u_a(n)/\sqrt{m_a}$. The phase uses cell positions alone, so a code that also includes atomic positions within the cell will have polarisations that differ by a phase on each atom.

The theorems concern vectors that are already Bloch waves. They do not state that such waves span all displacements, and they say nothing about rounding, truncated force constants or the eigensolver of a particular program.
